# Under a shared exponential law, exactly one zero-sum electron transfer equalizes positive electronegativities, at their geometric mean

**Q:** Take two neutral atoms with electronegativities $\chi_1=4$ and $\chi_2=1$ in some unit. Suppose each gained electron halves an atom's electronegativity and each lost electron doubles it. Where does the transfer stop?

**A:** After one electron. Atom 1 drops from 4 to 2, atom 2 rises from 1 to 2, and $2=\sqrt{4\cdot 1}$. In general, let gaining $d$ electrons multiply an atom's electronegativity by $\exp(-gd)$, with the same $g\neq0$ for every atom. If atom 1 gains $d$ electrons and atom 2 loses them, equality requires
$$\chi_1 \exp(-g d)=\chi_2\exp(g d),\qquad d=\frac{\ln\chi_1-\ln\chi_2}{2g},$$
and both atoms end at $\sqrt{\chi_1\chi_2}$. The example has $g=\ln 2$. The transfer shifts the two logarithms by opposite amounts, so their mean stays fixed.

**Q:** And for $n$ atoms, perhaps with a net charge?

**A:** Let atom $i$ start at $\chi_i>0$ and gain $d_i$ electrons, with $\sum_i d_i=N$. If all electronegativities equal some $c$, then $c>0$ and
$$\ln\chi_i-g d_i=\ln c .$$
Summing over the atoms gives $\sum_i\ln\chi_i-gN=n\ln c$. With the geometric mean $G=(\prod_i\chi_i)^{1/n}$, for which $\ln G=\frac1n\sum_i\ln\chi_i$, this says
$$c=G\exp(-gN/n),\qquad d_i=\frac Nn+\frac{\ln\chi_i-\ln G}{g}.$$
So there is at most one candidate. It works: its sum is $N+(\sum_i\ln\chi_i-n\ln G)/g=N$, and
$$\chi_i\exp(-g d_i)=\chi_i\exp(-gN/n)\,\frac{G}{\chi_i}=G\exp(-gN/n).$$
For $N=0$ the common value is $G$ itself.

**Q:** I accept the algebra. My doubt is whether the Lean statement is about atoms at all. What are its objects?

**A:** The atoms are labelled by a finite type `ι`, and $n$ is `Fintype.card ι`.

```lean
import Mathlib

open Finset

namespace ElectronegativityEqualization

noncomputable section

variable {ι : Type*} [Fintype ι]
```

The electronegativity law takes the exponent, the neutral atom's value and the number of electrons gained. A positive `d` therefore means extra electrons, and an initially neutral atom ends with charge $-d$ in units of the elementary charge.

```lean
/-- Electronegativity of an atom that has gained `d` electrons: it starts at `χ` and
varies exponentially with exponent `g`. -/
def electronegativity (g χ d : ℝ) : ℝ := χ * Real.exp (-g * d)
```

**Q:** That law could be any decaying function. In density functional theory, electronegativity is minus the chemical potential, that is, minus the derivative of the energy with respect to electron number.

**A:** For that reason the file also defines an energy, measured from the neutral atom: $E_i(d)=\chi_i(\exp(-gd)-1)/g$.

```lean
/-- Energy of an atom that has gained `d` electrons, relative to the neutral atom,
for an exponent `g ≠ 0`. -/
def atomEnergy (g χ d : ℝ) : ℝ := χ * (Real.exp (-g * d) - 1) / g
```

Its derivative is $-\chi_i\exp(-gd)$, which is proved below.

**Q:** Does the definition of equalization already contain the geometric mean?

**A:** No. It says only that any two atoms `i` and `j` have equal electronegativities. The mean and the explicit transfer are defined separately.

```lean
/-- All atoms have the same electronegativity once atom `i` has gained `d i` electrons. -/
def IsEqualized (g : ℝ) (χ d : ι → ℝ) : Prop :=
  ∀ i j, electronegativity g (χ i) (d i) = electronegativity g (χ j) (d j)

/-- Geometric mean of the electronegativities of the neutral atoms, for at least one atom
and positive electronegativities. -/
def geomMean (χ : ι → ℝ) : ℝ := (∏ i, χ i) ^ (1 / (Fintype.card ι : ℝ))

/-- Explicit distribution of `N` added electrons: an equal share for each atom, plus a transfer
set by the logarithm of its electronegativity (for `g ≠ 0`, at least one atom and
positive electronegativities). -/
def transfer (g : ℝ) (χ : ι → ℝ) (N : ℝ) (i : ι) : ℝ :=
  N / (Fintype.card ι : ℝ) + (Real.log (χ i) - Real.log (geomMean χ)) / g
```

**Q:** Now show me the link to the chemical potential.

**A:** `HasDerivAt` says that the energy has the stated derivative at the given `d`. The proof differentiates $-gx$, then the exponential, then the constant factors, and cancels $g$, which is where `g ≠ 0` enters.

```lean
/-- For `g ≠ 0`, the electronegativity is minus the derivative of the atomic energy with respect
to the number of electrons gained. -/
theorem hasDerivAt_atomEnergy {g : ℝ} (hg : g ≠ 0) (χ d : ℝ) :
    HasDerivAt (atomEnergy g χ) (-(electronegativity g χ d)) d := by
  have h1 : HasDerivAt (fun x : ℝ => -g * x) (-g) d :=
    ((hasDerivAt_id' d).const_mul (-g)).congr_deriv (by ring)
  have h2 := ((h1.exp.sub_const 1).const_mul χ).div_const g
  refine h2.congr_deriv ?_
  rw [div_eq_iff hg, electronegativity]
  ring
```

**Q:** What physics sits in the single exponent $g$?

**A:** It is a postulate: every atom's electronegativity changes by the same fraction per electron gained. Equivalently, the second derivative of each atomic energy is $g$ times the atom's current electronegativity, so hardness is proportional to electronegativity with one constant for all elements. Real atoms need not obey this. The model also treats electron number as continuous, sets no limit on how many electrons an atom can lose, and leaves out the Coulomb interaction between the atomic charges.

**Q:** Then how does the proof establish that the explicit transfer works?

**A:** In two steps, after noting that $G$ is positive and so has a usable logarithm.

```lean
/-- The geometric mean of positive electronegativities is positive. -/
theorem geomMean_pos {χ : ι → ℝ} (hχ : ∀ i, 0 < χ i) : 0 < geomMean χ :=
  Real.rpow_pos_of_pos (Finset.prod_pos fun i _ => hχ i) _
```

The first step is the sum. Inside the proof, `hlog` is the identity $n\ln G=\sum_i\ln\chi_i$, obtained from the logarithm of a power and of a product. The equal shares add up to $N$, and the logarithmic terms cancel.

```lean
/-- The explicit distribution places exactly `N` electrons on the atoms, if there is at least one
atom and all electronegativities are positive. -/
theorem sum_transfer [Nonempty ι] (g : ℝ) {χ : ι → ℝ} (hχ : ∀ i, 0 < χ i) (N : ℝ) :
    ∑ i, transfer g χ N i = N := by
  have hn : (Fintype.card ι : ℝ) ≠ 0 := Nat.cast_ne_zero.mpr Fintype.card_ne_zero
  -- the logarithm of the geometric mean is the mean of the logarithms
  have hlog : (Fintype.card ι : ℝ) * Real.log (geomMean χ) = ∑ i, Real.log (χ i) := by
    rw [geomMean, Real.log_rpow (Finset.prod_pos fun i _ => hχ i), Real.log_prod]
    · field_simp
    · exact fun i _ => (hχ i).ne'
  have hN : (Fintype.card ι : ℝ) * (N / (Fintype.card ι : ℝ)) = N := by field_simp
  simp only [transfer]
  rw [Finset.sum_add_distrib, Finset.sum_const, Finset.card_univ, nsmul_eq_mul, hN,
    ← Finset.sum_div, Finset.sum_sub_distrib, Finset.sum_const, Finset.card_univ,
    nsmul_eq_mul, hlog, sub_self, zero_div, add_zero]
```

The second step is the substitution I did above. `hexp` rewrites the exponent as $-\ln\chi_i+\ln G-gN/n$, and the exponential then splits into three factors, the first of which cancels $\chi_i$. The right-hand side, `electronegativity g (geomMean χ) (N / (Fintype.card ι : ℝ))`, is $G\exp(-gN/n)$.

```lean
/-- For `g ≠ 0` and positive electronegativities, the explicit distribution gives every atom
the electronegativity of an atom that starts at the geometric mean and gains `N / n` electrons,
where `n` is the number of atoms. -/
theorem electronegativity_transfer {g : ℝ} (hg : g ≠ 0) {χ : ι → ℝ} (hχ : ∀ i, 0 < χ i)
    (N : ℝ) (i : ι) :
    electronegativity g (χ i) (transfer g χ N i) =
      electronegativity g (geomMean χ) (N / (Fintype.card ι : ℝ)) := by
  have h : g * ((Real.log (χ i) - Real.log (geomMean χ)) / g) =
      Real.log (χ i) - Real.log (geomMean χ) := by field_simp
  have hexp : -g * transfer g χ N i = -Real.log (χ i) + Real.log (geomMean χ) +
      -g * (N / (Fintype.card ι : ℝ)) := by
    rw [transfer]
    linear_combination -h
  rw [electronegativity, electronegativity, hexp, Real.exp_add, Real.exp_add, Real.exp_neg,
    Real.exp_log (hχ i), Real.exp_log (geomMean_pos hχ), ← mul_assoc, ← mul_assoc,
    mul_inv_cancel₀ (hχ i).ne', one_mul]
```

**Q:** You derived uniqueness by solving for $c$. Does Lean do the same?

**A:** It compares two equalized distributions $d$ and $e$ with equal sums. Taking logarithms, as `hlog` does here, gives
$$\ln\chi_i-g d_i=\ln\chi_j-g d_j,\qquad \ln\chi_i-g e_i=\ln\chi_j-g e_j .$$
Subtracting and dividing by $g$ yields $d_j-e_j=d_i-e_i$, which is `hc`. The difference is thus the same on every atom. Its sum is $n(d_i-e_i)=0$, and since $n\neq0$, the distributions agree.

```lean
/-- For `g ≠ 0` and positive electronegativities, two equalized distributions with the same
total number of electrons coincide. -/
theorem IsEqualized.unique {g : ℝ} (hg : g ≠ 0) {χ d e : ι → ℝ} (hχ : ∀ i, 0 < χ i)
    (hd : IsEqualized g χ d) (he : IsEqualized g χ e) (hsum : ∑ i, d i = ∑ i, e i) :
    d = e := by
  have hlog : ∀ f : ι → ℝ, IsEqualized g χ f →
      ∀ i j, Real.log (χ i) - g * f i = Real.log (χ j) - g * f j := by
    intro f hf i j
    have h := congrArg Real.log (hf i j)
    simp only [electronegativity] at h
    rw [Real.log_mul (hχ i).ne' (Real.exp_pos _).ne',
      Real.log_mul (hχ j).ne' (Real.exp_pos _).ne', Real.log_exp, Real.log_exp] at h
    linarith
  funext i
  have : Nonempty ι := ⟨i⟩
  -- the two distributions differ by the same amount on every atom
  have hc : ∀ j, d j - e j = d i - e i := by
    intro j
    have h1 := hlog d hd i j
    have h2 := hlog e he i j
    apply mul_left_cancel₀ hg
    linarith
  have hs : ∑ j, (d j - e j) = 0 := by rw [Finset.sum_sub_distrib, hsum, sub_self]
  rw [Finset.sum_congr rfl (fun j _ => hc j), Finset.sum_const, Finset.card_univ,
    nsmul_eq_mul] at hs
  rcases mul_eq_zero.mp hs with h | h
  · exact absurd h (Nat.cast_ne_zero.mpr Fintype.card_ne_zero)
  · linarith
```

**Q:** So what exactly does the main theorem say?

**A:** Assume at least one atom (`[Nonempty ι]`), positive electronegativities and `g ≠ 0`. The first half, with `∃!`, says that exactly one `d` has sum `N` and is equalized. The second half says that any such `d` gives every atom the electronegativity $G\exp(-gN/n)$. The proof takes the explicit transfer as the witness and uses uniqueness to identify every other solution with it.

```lean
/-- For at least one atom, positive electronegativities and `g ≠ 0`, exactly one distribution of
`N` added electrons equalizes the electronegativities. The common value is that of an atom that
starts at the geometric mean and gains `N / n` electrons, where `n` is the number of atoms. -/
theorem existsUnique_equalized [Nonempty ι] {g : ℝ} (hg : g ≠ 0) {χ : ι → ℝ}
    (hχ : ∀ i, 0 < χ i) (N : ℝ) :
    (∃! d : ι → ℝ, ∑ i, d i = N ∧ IsEqualized g χ d) ∧
      ∀ d : ι → ℝ, ∑ i, d i = N → IsEqualized g χ d → ∀ i,
        electronegativity g (χ i) (d i) =
          electronegativity g (geomMean χ) (N / (Fintype.card ι : ℝ)) := by
  have ht : IsEqualized g χ (transfer g χ N) := fun i j =>
    (electronegativity_transfer hg hχ N i).trans (electronegativity_transfer hg hχ N j).symm
  have hu : ∀ d : ι → ℝ, ∑ i, d i = N → IsEqualized g χ d → d = transfer g χ N :=
    fun d hs hd => hd.unique hg hχ ht (hs.trans (sum_transfer g hχ N).symm)
  refine ⟨⟨transfer g χ N, ⟨sum_transfer g hχ N, ht⟩, fun d h => hu d h.1 h.2⟩, ?_⟩
  intro d hs hd i
  rw [hu d hs hd]
  exact electronegativity_transfer hg hχ N i
```

Setting $N=0$ gives the neutral case, with the common value written out as the $n$-th root of the product. For a single atom it says that $d=0$ and the electronegativity stays at $\chi$.

```lean
/-- For at least one atom, positive electronegativities and `g ≠ 0`, exactly one electron transfer
with zero sum equalizes the electronegativities, and the common value is their geometric mean. -/
theorem existsUnique_neutral_transfer [Nonempty ι] {g : ℝ} (hg : g ≠ 0) {χ : ι → ℝ}
    (hχ : ∀ i, 0 < χ i) :
    (∃! d : ι → ℝ, ∑ i, d i = 0 ∧ IsEqualized g χ d) ∧
      ∀ d : ι → ℝ, ∑ i, d i = 0 → IsEqualized g χ d → ∀ i,
        electronegativity g (χ i) (d i) = (∏ j, χ j) ^ (1 / (Fintype.card ι : ℝ)) := by
  obtain ⟨h1, h2⟩ := existsUnique_equalized hg hχ 0
  refine ⟨h1, fun d hs hd i => ?_⟩
  rw [h2 d hs hd i, electronegativity, zero_div, mul_zero, Real.exp_zero, mul_one, geomMean]
```

**Q:** Equal electronegativities are a stationarity condition. Why should the electrons settle there?

**A:** For $g>0$ the equalized distribution is the strict energy minimum at fixed electron number. Let $d$ be equalized with common value $c$, and let $e$ be another distribution with the same sum. Then
$$E_i(e_i)-E_i(d_i)=\frac{c}{g}\bigl(\exp(-g(e_i-d_i))-1\bigr)\ \ge\ -c\,(e_i-d_i),$$
because $\exp(x)\ge 1+x$. The inequality is strict wherever $e_i\ne d_i$, and there is at least one such atom. Summing over the atoms, the right-hand side becomes $-c\sum_i(e_i-d_i)=0$, so the total energy of $e$ is strictly higher.

In the proof, `key` is the equality, `hle` the bound for every atom, and `hlt` the strict bound for an atom `k` where the distributions differ. `Finset.sum_lt_sum` adds them up.

```lean
/-- For `g > 0` and positive electronegativities, an equalized distribution has strictly lower
total energy than any other distribution of the same number of electrons. -/
theorem IsEqualized.energy_lt {g : ℝ} (hg : 0 < g) {χ d e : ι → ℝ} (hχ : ∀ i, 0 < χ i)
    (hd : IsEqualized g χ d) (hsum : ∑ i, e i = ∑ i, d i) (hne : e ≠ d) :
    ∑ i, atomEnergy g (χ i) (d i) < ∑ i, atomEnergy g (χ i) (e i) := by
  obtain ⟨k, hk⟩ := Function.ne_iff.mp hne
  obtain ⟨c, hc, hci⟩ : ∃ c : ℝ, 0 < c ∧ ∀ i, χ i * Real.exp (-g * d i) = c :=
    ⟨χ k * Real.exp (-g * d k), mul_pos (hχ k) (Real.exp_pos _), fun i => hd i k⟩
  have key : ∀ i, atomEnergy g (χ i) (e i) =
      atomEnergy g (χ i) (d i) + c * (Real.exp (-g * (e i - d i)) - 1) / g := by
    intro i
    have hx : Real.exp (-g * e i) = Real.exp (-g * d i) * Real.exp (-g * (e i - d i)) := by
      rw [← Real.exp_add]
      congr 1
      ring
    rw [atomEnergy, atomEnergy, hx, ← hci i]
    ring
  -- each energy lies on or above its tangent at `d i`, whose slope is the same for all atoms
  have hle : ∀ i, atomEnergy g (χ i) (d i) - c * (e i - d i) ≤ atomEnergy g (χ i) (e i) := by
    intro i
    have h := mul_le_mul_of_nonneg_left (Real.add_one_le_exp (-g * (e i - d i))) hc.le
    have h' : -(c * (e i - d i)) ≤ c * (Real.exp (-g * (e i - d i)) - 1) / g := by
      rw [le_div_iff₀ hg]
      linarith
    rw [key i]
    linarith
  have hlt : atomEnergy g (χ k) (d k) - c * (e k - d k) < atomEnergy g (χ k) (e k) := by
    have hz : -g * (e k - d k) ≠ 0 := mul_ne_zero (neg_ne_zero.mpr hg.ne') (sub_ne_zero.mpr hk)
    have h := mul_lt_mul_of_pos_left (Real.add_one_lt_exp hz) hc
    have h' : -(c * (e k - d k)) < c * (Real.exp (-g * (e k - d k)) - 1) / g := by
      rw [lt_div_iff₀ hg]
      linarith
    rw [key k]
    linarith
  have hs := Finset.sum_lt_sum (fun i _ => hle i) ⟨k, Finset.mem_univ k, hlt⟩
  rwa [Finset.sum_sub_distrib, ← Finset.mul_sum, Finset.sum_sub_distrib, hsum, sub_self,
    mul_zero, sub_zero] at hs
```

**Q:** So this is the electronegativity equalization principle?

**A:** It is that principle for one model energy, a sum of independent atomic terms. The general principle concerns the ground state of interacting electrons, where the chemical potential is constant throughout the system. What the model adds is a closed formula for the charges and for the final value.

**Q:** Does the formula at least send electrons the right way?

**A:** Yes. For $g>0$ and $N=0$, an atom gains electrons exactly when its electronegativity exceeds the geometric mean. The proof removes the positive factor $1/g$ and uses the fact that the logarithm is increasing.

```lean
/-- For `g > 0` and positive electronegativities, an atom gains electrons in the explicit
zero-sum transfer exactly when its electronegativity exceeds the geometric mean. -/
theorem transfer_pos_iff {g : ℝ} (hg : 0 < g) {χ : ι → ℝ} (hχ : ∀ i, 0 < χ i) (i : ι) :
    0 < transfer g χ 0 i ↔ geomMean χ < χ i := by
  rw [transfer, zero_div, zero_add, lt_div_iff₀ hg, zero_mul, sub_pos,
    Real.log_lt_log_iff (geomMean_pos hχ) (hχ i)]

end

end ElectronegativityEqualization
```

```lean
#print axioms ElectronegativityEqualization.hasDerivAt_atomEnergy
-- 'ElectronegativityEqualization.hasDerivAt_atomEnergy' depends on axioms: [propext, Classical.choice, Quot.sound]
#print axioms ElectronegativityEqualization.existsUnique_neutral_transfer
-- 'ElectronegativityEqualization.existsUnique_neutral_transfer' depends on axioms: [propext, Classical.choice, Quot.sound]
#print axioms ElectronegativityEqualization.IsEqualized.energy_lt
-- 'ElectronegativityEqualization.IsEqualized.energy_lt' depends on axioms: [propext, Classical.choice, Quot.sound]
#print axioms ElectronegativityEqualization.transfer_pos_iff
-- 'ElectronegativityEqualization.transfer_pos_iff' depends on axioms: [propext, Classical.choice, Quot.sound]
```

**Q:** What would I type if I wanted these charges in a program?

**A:** With an array `log_chi` of natural logarithms, one line gives the electrons gained: `d = N/n + (log_chi - log_chi.mean())/g`. The atoms start neutral, so their charges are `-d` in units of the elementary charge. Averaging logarithms avoids the overflow or underflow that a long product can cause. Two cheap checks are that `d` sums to `N` and that `chi*exp(-g*d)` is constant, both up to rounding.

If you add Coulomb terms between the atomic charges, the equations couple and this line no longer solves them in general. When the energy is quadratic in the charges, as in common charge-equilibration schemes, the equal-electronegativity conditions and the total-charge constraint form a linear system, with the common chemical potential as one extra unknown.
